# Hermite Gaussians of order one and above integrate to zero, so overlaps keep only the zeroth coefficient

To obtain the overlap of two unnormalised primitive Cartesian Gaussians in the McMurchie-Davidson scheme, one computes the zeroth Hermite coefficient of their product for each Cartesian direction and multiplies the three coefficients by one another and by $(\pi/p)^{3/2}$, where $p>0$ is the sum of the two exponents. The higher coefficients drop out because every derivative of a Gaussian, from the first onwards, integrates to zero over the line.

```lean
import Mathlib

open MeasureTheory

namespace McMurchieDavidsonOverlap

noncomputable section

/-- The Gaussian `exp (-p (x - P)²)` with exponent `p` and centre `P`. -/
def gaussian (p P x : ℝ) : ℝ := Real.exp (-p * (x - P) ^ 2)

/-- The Hermite Gaussian of order `t`: the `t`-th derivative of the Gaussian with respect to
its centre, taken at `P`. -/
def hermiteGaussian (p P : ℝ) (t : ℕ) (x : ℝ) : ℝ :=
  iteratedDeriv t (fun Q => gaussian p Q x) P

/-- A charge distribution on the line expanded in Hermite Gaussians of orders `0` to `N`
with coefficients `E t`. -/
def hermiteExpansion (p P : ℝ) (N : ℕ) (E : ℕ → ℝ) (x : ℝ) : ℝ :=
  ∑ t ∈ Finset.range (N + 1), E t * hermiteGaussian p P t x

/-- The polynomials defined by `q₀ = 1` and `q₍t+1₎ = q₍t₎' - 2 p u q₍t₎`. -/
def prefactor (p : ℝ) : ℕ → Polynomial ℝ
  | 0 => 1
  | t + 1 => Polynomial.derivative (prefactor p t)
      - Polynomial.C (2 * p) * Polynomial.X * prefactor p t

/-- Differentiating the `t`-th prefactor times a centred Gaussian gives the next prefactor
times the same Gaussian. -/
theorem hasDerivAt_prefactor (p : ℝ) (t : ℕ) (u : ℝ) :
    HasDerivAt (fun y : ℝ => (prefactor p t).eval y * Real.exp (-p * y ^ 2))
      ((prefactor p (t + 1)).eval u * Real.exp (-p * u ^ 2)) u := by
  have hE : HasDerivAt (fun y : ℝ => Real.exp (-p * y ^ 2))
      (Real.exp (-p * u ^ 2) * (-p * (2 * u))) u := by
    have h := ((hasDerivAt_pow 2 u).const_mul (-p)).exp
    exact h.congr_deriv (by norm_num)
  refine (((prefactor p t).hasDerivAt u).fun_mul hE).congr_deriv ?_
  simp only [prefactor, Polynomial.eval_sub, Polynomial.eval_mul, Polynomial.eval_C,
    Polynomial.eval_X]
  ring

/-- The `t`-th derivative of a Gaussian in `x` is the `t`-th prefactor, evaluated at `x - P`,
times the Gaussian. -/
theorem iteratedDeriv_gaussian (p P : ℝ) (t : ℕ) :
    iteratedDeriv t (gaussian p P)
      = fun x => (prefactor p t).eval (x - P) * gaussian p P x := by
  induction t with
  | zero =>
    funext x
    simp [iteratedDeriv_zero, prefactor]
  | succ t ih =>
    rw [iteratedDeriv_succ, ih]
    funext x
    have h := (hasDerivAt_prefactor p t (x - P)).comp x ((hasDerivAt_id' x).sub_const P)
    exact HasDerivAt.deriv (h.congr_deriv (mul_one _))

/-- The derivatives of a Gaussian with respect to its centre and with respect to `x` differ
by the sign `(-1) ^ t`. -/
theorem hermiteGaussian_eq (p P : ℝ) (t : ℕ) (x : ℝ) :
    hermiteGaussian p P t x = (-1) ^ t * iteratedDeriv t (gaussian p P) x := by
  have key : iteratedDeriv t (fun Q => gaussian p Q x)
      = fun Q => (-1) ^ t * ((prefactor p t).eval (x - Q) * gaussian p Q x) := by
    induction t with
    | zero =>
      funext Q
      simp [iteratedDeriv_zero, prefactor]
    | succ t ih =>
      rw [iteratedDeriv_succ, ih]
      funext Q
      -- moving the centre changes `x - Q` at rate `-1`
      have h := ((hasDerivAt_prefactor p t (x - Q)).comp Q
        ((hasDerivAt_id' Q).const_sub x)).const_mul ((-1 : ℝ) ^ t)
      refine HasDerivAt.deriv (h.congr_deriv ?_)
      simp only [gaussian]
      ring
  rw [hermiteGaussian, key, iteratedDeriv_gaussian]

/-- Every derivative of a Gaussian with positive exponent is integrable over the line. -/
theorem integrable_iteratedDeriv_gaussian {p : ℝ} (hp : 0 < p) (P : ℝ) (t : ℕ) :
    Integrable (iteratedDeriv t (gaussian p P)) := by
  -- a polynomial times a centred Gaussian is integrable, monomial by monomial
  have hq : Integrable (fun u : ℝ => (prefactor p t).eval u * Real.exp (-p * u ^ 2)) := by
    simp only [Polynomial.eval_eq_sum_range, Finset.sum_mul]
    refine MeasureTheory.integrable_finsetSum _ fun n _ => ?_
    have hn : (-1 : ℝ) < (n : ℝ) := by
      have h0 : (0 : ℝ) ≤ (n : ℝ) := Nat.cast_nonneg n
      linarith
    have h := (integrable_rpow_mul_exp_neg_mul_sq hp hn).const_mul ((prefactor p t).coeff n)
    simp only [Real.rpow_natCast] at h
    simpa only [mul_assoc] using h
  rw [iteratedDeriv_gaussian]
  exact hq.comp_sub_right P

/-- The integral over the line of the `t`-th derivative of a Gaussian is `√(π / p)` for
`t = 0` and zero for every `t ≥ 1`. -/
theorem integral_iteratedDeriv_gaussian {p : ℝ} (hp : 0 < p) (P : ℝ) (t : ℕ) :
    ∫ x, iteratedDeriv t (gaussian p P) x = if t = 0 then √(Real.pi / p) else 0 := by
  cases t with
  | zero =>
    rw [if_pos rfl, iteratedDeriv_zero]
    exact (integral_sub_right_eq_self (fun u : ℝ => Real.exp (-p * u ^ 2)) P).trans
      (integral_gaussian p)
  | succ t =>
    rw [if_neg (Nat.succ_ne_zero t)]
    -- the integrand is the derivative of an integrable function: no boundary terms
    refine integral_eq_zero_of_hasDerivAt_of_integrable
      (f := iteratedDeriv t (gaussian p P)) (fun x => ?_)
      (integrable_iteratedDeriv_gaussian hp P (t + 1))
      (integrable_iteratedDeriv_gaussian hp P t)
    rw [iteratedDeriv_gaussian p P t, iteratedDeriv_gaussian p P (t + 1)]
    have h := (hasDerivAt_prefactor p t (x - P)).comp x ((hasDerivAt_id' x).sub_const P)
    exact h.congr_deriv (mul_one _)

/-- The integral of a Hermite expansion over the line is its zeroth coefficient times
`√(π / p)`. -/
theorem integral_hermiteExpansion {p : ℝ} (hp : 0 < p) (P : ℝ) (N : ℕ) (E : ℕ → ℝ) :
    ∫ x, hermiteExpansion p P N E x = E 0 * √(Real.pi / p) := by
  simp only [hermiteExpansion, hermiteGaussian_eq]
  rw [MeasureTheory.integral_finsetSum _ fun t _ =>
    ((integrable_iteratedDeriv_gaussian hp P t).const_mul ((-1) ^ t)).const_mul (E t)]
  simp only [integral_const_mul, integral_iteratedDeriv_gaussian hp]
  -- only the term `t = 0` survives
  rw [Finset.sum_eq_single 0]
  · simp
  · intro t _ ht
    simp [ht]
  · intro h
    simp at h

/-- In space, the integral of a product of three Hermite expansions, one for each Cartesian
direction, is the product of the three zeroth coefficients times `√(π / p) ^ 3`. -/
theorem integral_hermiteExpansion_space {p : ℝ} (hp : 0 < p) (P Q R : ℝ) (L M N : ℕ)
    (E F G : ℕ → ℝ) :
    ∫ r : ℝ × ℝ × ℝ, hermiteExpansion p P L E r.1 *
        (hermiteExpansion p Q M F r.2.1 * hermiteExpansion p R N G r.2.2)
      = E 0 * F 0 * G 0 * √(Real.pi / p) ^ 3 := by
  have h₁ : ∫ r : ℝ × ℝ × ℝ, hermiteExpansion p P L E r.1 *
        (hermiteExpansion p Q M F r.2.1 * hermiteExpansion p R N G r.2.2)
      = (∫ x, hermiteExpansion p P L E x) *
        ∫ s : ℝ × ℝ, hermiteExpansion p Q M F s.1 * hermiteExpansion p R N G s.2 :=
    integral_prod_mul (hermiteExpansion p P L E)
      (fun s : ℝ × ℝ => hermiteExpansion p Q M F s.1 * hermiteExpansion p R N G s.2)
  have h₂ : ∫ s : ℝ × ℝ, hermiteExpansion p Q M F s.1 * hermiteExpansion p R N G s.2
      = (∫ y, hermiteExpansion p Q M F y) * ∫ z, hermiteExpansion p R N G z :=
    integral_prod_mul (hermiteExpansion p Q M F) (hermiteExpansion p R N G)
  rw [h₁, h₂]
  simp only [integral_hermiteExpansion hp]
  ring

/-- Gaussian product theorem: the product of two Gaussians whose exponents `a` and `b` have a
nonzero sum is a constant times one Gaussian with exponent `a + b`, centred at the weighted mean of
the two centres. -/
theorem gaussian_mul_gaussian {a b : ℝ} (hab : a + b ≠ 0) (A B x : ℝ) :
    gaussian a A x * gaussian b B x
      = Real.exp (-(a * b / (a + b)) * (A - B) ^ 2) *
        gaussian (a + b) ((a * A + b * B) / (a + b)) x := by
  unfold gaussian
  rw [← Real.exp_add, ← Real.exp_add]
  congr 1
  field_simp
  ring

/-- The overlap on the line of two Gaussians with centres `A` and `B`, whose exponents have a
positive sum. -/
theorem overlap_gaussian {a b : ℝ} (hab : 0 < a + b) (A B : ℝ) :
    ∫ x, gaussian a A x * gaussian b B x
      = Real.exp (-(a * b / (a + b)) * (A - B) ^ 2) * √(Real.pi / (a + b)) := by
  have h := integral_iteratedDeriv_gaussian hab ((a * A + b * B) / (a + b)) 0
  rw [if_pos rfl, iteratedDeriv_zero] at h
  simp only [gaussian_mul_gaussian hab.ne']
  rw [integral_const_mul, h]

end

end McMurchieDavidsonOverlap
```

## Integrals of the derivatives and of their combinations

Write $g(x)=e^{-p(x-P)^2}$ for the Gaussian with exponent $p$ and centre $P$; this is `gaussian p P x`. The theorem `integral_iteratedDeriv_gaussian` says that for $p>0$, every real $P$ and every natural number $t$,

$$\int_{-\infty}^{\infty} \frac{d^t g}{dx^t}\,dx=\begin{cases}\sqrt{\pi/p}, & t=0,\\ 0, & t\ge 1.\end{cases}$$

The Hermite Gaussian of order $t$ is defined by differentiating in the centre instead:

$$\Lambda_t(x)=\frac{\partial^t}{\partial P^t}e^{-p(x-P)^2}.$$

In the code this is `hermiteGaussian p P t x`, and `hermiteExpansion p P N E x` is the finite sum $\sum_{t=0}^{N}E_t\Lambda_t(x)$. By `integral_hermiteExpansion`, its integral is $E_0\sqrt{\pi/p}$ for $p>0$.

In space, `integral_hermiteExpansion_space` takes a product of three expansions, one in each of $x,y,z$. They share the exponent $p>0$ but have their own centre coordinates $P,Q,R$, highest orders $L,M,N$ and coefficients $E,F,G$. The integral is $E_0F_0G_0\,(\pi/p)^{3/2}$.

## Charge distributions with given coefficients

The product of two primitive Cartesian Gaussians on different centres is a charge distribution that separates into three factors of this kind, with $p$ the sum of the exponents and $(P,Q,R)$ their weighted mean centre. The theorems therefore cover the last step in computing an overlap matrix element of electronic structure theory, for a single pair of primitives whose Hermite coefficients are already known.

The coefficients are arbitrary real numbers here. The recurrences by which the McMurchie-Davidson scheme generates them from the angular momenta and centres are not part of the file, nor are contracted functions or Coulomb integrals. The Gaussians carry no normalisation factor.

The condition $p>0$ says that the charge distribution decays at large distance. It matters for the meaning of the zeros as well, since Lean assigns the value zero to the integral of a non-integrable function; `integrable_iteratedDeriv_gaussian` shows that every derivative of the Gaussian is integrable, and it follows that the finite sums and the products over the three directions are integrable too.

## Each derivative is a polynomial times the Gaussian

Put $u=x-P$ and suppose that the $t$-th derivative of $g$ has the form $q_t(u)\,e^{-pu^2}$, which is true for $t=0$ with $q_0=1$. The product rule gives

$$\frac{d}{du}\left[q_t(u)e^{-pu^2}\right]=\left[q_t'(u)-2pu\,q_t(u)\right]e^{-pu^2}.$$

So the next derivative has the same form, with $q_{t+1}=q_t'-2pu\,q_t$. For example, $q_1=-2pu$ and $q_2=4p^2u^2-2p$.

The polynomials $q_t$ are `prefactor p t`. The displayed line is `hasDerivAt_prefactor`, where Lean's product rule supplies the derivative and `ring` matches it to the recursion. The theorem `iteratedDeriv_gaussian` is the induction on $t$, with the chain rule for $u=x-P$ contributing a factor of one.

Differentiating in $P$ changes $u$ at rate $-1$, so each derivative brings one extra minus sign and

$$\Lambda_t(x)=(-1)^t\frac{d^t g}{dx^t}.$$

This is `hermiteGaussian_eq`. It is proved by the same induction, now with the centre as the variable.

## The boundary terms vanish

Each derivative is a finite sum of terms $u^n e^{-pu^2}$ with constant coefficients. Every such term is integrable for $p>0$, because the exponential decays faster than any power grows. The integrability theorem follows this argument monomial by monomial and then shifts the result from the origin to $P$.

For $t=0$, the shift $u=x-P$ leaves $I=\int e^{-pu^2}du$. Squaring it and using polar coordinates,

$$I^2=\int_0^{2\pi}\!d\theta\int_0^\infty e^{-pr^2}r\,dr=2\pi\cdot\frac{1}{2p}=\frac{\pi}{p},$$

and $I>0$ gives $I=\sqrt{\pi/p}$. Lean takes this value from Mathlib's `integral_gaussian`.

For $t\ge1$, the integrand is the derivative of $g^{(t-1)}$, so

$$\int_{-\infty}^{\infty} g^{(t)}(x)\,dx=\lim_{X\to\infty}\left[g^{(t-1)}(X)-g^{(t-1)}(-X)\right]=0,$$

since a polynomial times a Gaussian tends to zero at both ends. The Lean proof splits into the cases zero and `t + 1`. In the second it applies `integral_eq_zero_of_hasDerivAt_of_integrable`, which needs only that the function and its derivative are both integrable.

## From one derivative to an overlap in space

Integrating the expansion term by term gives

$$\int\sum_{t=0}^{N}E_t\Lambda_t\,dx=\sum_{t=0}^{N}E_t(-1)^t\int g^{(t)}\,dx=E_0\sqrt{\pi/p}.$$

Lean exchanges sum and integral using the integrability result, and `Finset.sum_eq_single 0` keeps the one surviving term. When $N=0$ there is nothing to discard and the formula is $E_0$ times the Gaussian integral.

The integrand in space is a product of functions of $x$, $y$ and $z$ separately, so its integral is the product of three line integrals. The steps `h₁` and `h₂` split off first $x$ and then separate $y$ from $z$.

For two s-type factors on the line, with exponents $a,b$ and centres $A,B$, the zeroth coefficient can be written down by completing the square. With $p=a+b$ and $P=(aA+bB)/p$,

$$a(x-A)^2+b(x-B)^2=p(x-P)^2+\frac{ab}{p}(A-B)^2.$$

To check this, note that the terms in $x^2$ and $x$ agree, and the constant left over is

$$aA^2+bB^2-\frac{(aA+bB)^2}{p}=\frac{ab}{p}(A-B)^2.$$

Exponentiating the negative of both sides gives `gaussian_mul_gaussian`, which requires only $a+b\ne0$. Integrating with the case $t=0$ gives `overlap_gaussian`, for $a+b>0$:

$$\int e^{-a(x-A)^2}e^{-b(x-B)^2}dx=e^{-ab(A-B)^2/(a+b)}\sqrt{\frac{\pi}{a+b}}.$$

If $a$ and $b$ are both positive, dividing by the norms $(\pi/2a)^{1/4}$ and $(\pi/2b)^{1/4}$ gives the overlap of the normalised functions,

$$\sqrt{\frac{2\sqrt{ab}}{a+b}}\;e^{-ab(A-B)^2/(a+b)}.$$

## A p-type and an s-type function one unit apart

Take $x\,e^{-x^2}$ and $e^{-(x-1)^2}$ on the line. Here $a=b=1$, so $p=2$ and $P=\tfrac12$, and the product of the two exponentials is $e^{-1/2}\Lambda_0(x)$. The first Hermite Gaussian is $\Lambda_1=2p(x-P)\Lambda_0=4(x-\tfrac12)\Lambda_0$. Writing $x=\tfrac12+(x-\tfrac12)$,

$$x\,e^{-x^2}e^{-(x-1)^2}=e^{-1/2}\left(\tfrac12\Lambda_0+\tfrac14\Lambda_1\right).$$

Thus $E_0=\tfrac12e^{-1/2}\approx0.3033$ and $E_1=\tfrac14e^{-1/2}\approx0.1516$. Only $E_0$ enters the overlap:

$$E_0\sqrt{\pi/2}\approx0.3033\times1.2533\approx0.380.$$

The squared norms of the two functions are $\tfrac14\sqrt{\pi/2}$ and $\sqrt{\pi/2}$, so the product of the norms is $\tfrac12\sqrt{\pi/2}$. The overlap of the normalised functions is therefore $e^{-1/2}\approx0.607$.

```lean
#print axioms McMurchieDavidsonOverlap.integral_hermiteExpansion_space
#print axioms McMurchieDavidsonOverlap.overlap_gaussian
```

```
'McMurchieDavidsonOverlap.integral_hermiteExpansion_space' depends on axioms: [propext, Classical.choice, Quot.sound]
'McMurchieDavidsonOverlap.overlap_gaussian' depends on axioms: [propext, Classical.choice, Quot.sound]
```
